# The length of the cross product of two real vectors is the product of their lengths and the sine of the enclosed angle

The theorem `len_cross` states that for any two vectors u and v in real three-dimensional space, |u × v| = |u| |v| sin θ. The length is the square root of the dot product of a vector with itself, and θ is the arccosine of the dot product divided by the product of the lengths. The vectors need not be normalised and may be zero, in which case both sides vanish. Since both sides are nonnegative, the proof compares their squares. It expands the squared length of the cross product in dot products, writes u · v as |u| |v| cos θ, and concludes with sin² θ + cos² θ = 1.

In Lean, a first try:

```lean
import Mathlib

open Matrix

namespace LenCross

noncomputable section

/-- The Euclidean length of a vector in three-dimensional space. -/
def len (u : Fin 3 → ℝ) : ℝ := √(u ⬝ᵥ u)

/-- The angle, between `0` and `π`, enclosed by two nonzero vectors. -/
def angle (u v : Fin 3 → ℝ) : ℝ := Real.arccos (u ⬝ᵥ v / (len u * len v))

/-- The squared length of a vector is its dot product with itself. -/
theorem len_sq (u : Fin 3 → ℝ) : len u ^ 2 = u ⬝ᵥ u := by
  apply Real.sq_sqrt
  simp only [dotProduct]
  exact Finset.sum_nonneg fun i _ => mul_self_nonneg (u i)

/-- The dot product is the product of the lengths and the cosine of the enclosed angle. -/
theorem dot_eq_len_mul_cos (u v : Fin 3 → ℝ) :
    u ⬝ᵥ v = len u * len v * Real.cos (angle u v) := by
  have hp : 0 ≤ len u * len v := mul_nonneg (Real.sqrt_nonneg _) (Real.sqrt_nonneg _)
  -- Cauchy-Schwarz, from the squared length of the cross product
  have h : |u ⬝ᵥ v| ≤ len u * len v := by
    refine abs_le_of_sq_le_sq ?_ hp
    have h1 := cross_dot_cross u v u v
    rw [← len_sq (u ⨯₃ v), dotProduct_comm v u] at h1
    rw [mul_pow, len_sq, len_sq]
    nlinarith [sq_nonneg (len (u ⨯₃ v))]
  rcases hp.eq_or_lt with h0 | h0
  · rw [← h0] at h ⊢
    rw [zero_mul]
    exact abs_nonpos_iff.mp h
  · obtain ⟨h1, h2⟩ := abs_le.mp h
    have hc : Real.cos (angle u v) = u ⬝ᵥ v / (len u * len v) :=
      Real.cos_arccos (by rw [le_div_iff₀ h0]; linarith) (by rw [div_le_iff₀ h0]; linarith)
    rw [hc]
    exact (div_mul_cancel₀ _ h0.ne').symm.trans (mul_comm _ _)

/-- The length of the cross product is the product of the lengths and the sine of the
enclosed angle. -/
theorem len_cross (u v : Fin 3 → ℝ) :
    len (u ⨯₃ v) = len u * len v * Real.sin (angle u v) := by
  have hs : 0 ≤ Real.sin (angle u v) :=
    Real.sin_nonneg_of_nonneg_of_le_pi (Real.arccos_nonneg _) (Real.arccos_le_pi _)
  have hp : 0 ≤ len u * len v := mul_nonneg (Real.sqrt_nonneg _) (Real.sqrt_nonneg _)
  refine (sq_eq_sq₀ (Real.sqrt_nonneg _) (mul_nonneg hp hs)).mp ?_
  rw [len_sq, cross_dot_cross, dotProduct_comm v u, dot_eq_len_mul_cos u v,
    ← len_sq u, ← len_sq v]
  linear_combination (-(len u ^ 2 * len v ^ 2)) * Real.sin_sq_add_cos_sq (angle u v)

end

end LenCross
```

The error:

```
Main.lean:50:6: error: Tactic `rewrite` failed: Did not find an occurrence of the pattern
  len ?u ^ 2
in the target expression
  √((crossProduct u) v ⬝ᵥ (crossProduct u) v) ^ 2 = (len u * len v * Real.sin (angle u v)) ^ 2

u v : Fin 3 → ℝ
hs : 0 ≤ Real.sin (angle u v)
hp : 0 ≤ len u * len v
⊢ √((crossProduct u) v ⬝ᵥ (crossProduct u) v) ^ 2 = (len u * len v * Real.sin (angle u v)) ^ 2
```

Cause. The message says that `rw [len_sq]` found no term of the form `len ?u ^ 2` in the goal. The left side is the square of the right quantity, but it is written with the square root that defines `len`.

This form comes from the `refine` step. There `sq_eq_sq₀` takes its left-hand quantity from the type of its first argument, and `Real.sqrt_nonneg _` speaks of a square root `√_`. Lean could match this with `len (u ⨯₃ v)` by unfolding `len`, so the step was accepted, but the new goal kept the square root. `rw` does not unfold an ordinary definition such as `len` to find its pattern, so it failed.

The repair first states the nonnegativity as `hl : 0 ≤ len (u ⨯₃ v)`. The same lemma proves it, because `len` unfolds to a square root. With `hl` as the first argument, the new goal has `len (u ⨯₃ v) ^ 2` on the left, and `len_sq` can rewrite it.

The change, after which it compiles:

```diff
@@ -47,5 +47,6 @@
     Real.sin_nonneg_of_nonneg_of_le_pi (Real.arccos_nonneg _) (Real.arccos_le_pi _)
   have hp : 0 ≤ len u * len v := mul_nonneg (Real.sqrt_nonneg _) (Real.sqrt_nonneg _)
-  refine (sq_eq_sq₀ (Real.sqrt_nonneg _) (mul_nonneg hp hs)).mp ?_
+  have hl : 0 ≤ len (u ⨯₃ v) := Real.sqrt_nonneg _
+  refine (sq_eq_sq₀ hl (mul_nonneg hp hs)).mp ?_
   rw [len_sq, cross_dot_cross, dotProduct_comm v u, dot_eq_len_mul_cos u v,
     ← len_sq u, ← len_sq v]
```
